# The Kitaev chain at t = Δ > 0 has winding number 1 for |μ| < 2t and 0 for |μ| > 2t

Take a long chain of spinless fermions with nearest-neighbour hopping t, p-wave pairing Δ and chemical potential μ, and set Δ = t > 0. Its quasiparticle energies ±E(k) satisfy

E(k)² = μ² + 4t² + 4μt cos k.

For μ > 0 this expression does not change when μ and 2t trade places. A chain with μ = 1, 2t = 2 and a chain with μ = 2, 2t = 1 therefore have the same bands and the same gap, although the first is in the topological phase and the second in the trivial one. The energies do not tell the two apart, but the way the Hamiltonian itself turns as k crosses the Brillouin zone does. The number of turns is computed here for a non-interacting, translation-invariant chain with the pairing amplitude given as a fixed real parameter. The sense in which turns count as positive is a convention, fixed below; with the opposite choice the value 1 becomes −1.

```lean
import Mathlib

open Complex ComplexConjugate
open scoped Real

namespace KitaevChainWinding

noncomputable section
```

## The Hamiltonian and its complex function z(k)

With the lattice spacing set to one, the momentum k is a real number and the zone is the interval from 0 to 2π. The hopping gives the normal-state energy, measured from the chemical potential:

ξ(k) = −μ − 2t cos k.

```lean
/-- Normal-state energy `-μ - 2t cos k` of the chain, measured from the chemical potential. -/
def band (μ t k : ℝ) : ℝ := -μ - 2 * t * Real.cos k
```

Two fermions without spin can pair only in an odd orbital state. For nearest neighbours the amplitude is

d(k) = 2Δ sin k.

Here Δ is a real number of either sign. It stands for a mean-field order parameter, which is put in by hand and not obtained from a gap equation.

```lean
/-- The odd (p-wave) pairing amplitude `2Δ sin k`. -/
def pairing (Δ k : ℝ) : ℝ := 2 * Δ * Real.sin k
```

In particle-hole space, with Pauli matrices τ_x, τ_y and τ_z, the Bloch Hamiltonian is

h(k) = ξ(k) τ_z + d(k) τ_y.

In Lean it is a 2×2 complex matrix written out entry by entry, with −i d(k) in the upper right corner and i d(k) in the lower left.

```lean
/-- Bloch Hamiltonian of the Kitaev chain in particle-hole space: the band energy multiplies
the Pauli matrix `τ_z` and the pairing amplitude multiplies `τ_y`. -/
def bloch (μ t Δ k : ℝ) : Matrix (Fin 2) (Fin 2) ℂ :=
  !![(band μ t k : ℂ), -(I * (pairing Δ k : ℂ)); I * (pairing Δ k : ℂ), -(band μ t k : ℂ)]
```

No τ_x term appears, so h(k) is described by two real numbers, which can be combined into one complex number:

z(k) = ξ(k) − i d(k).

The arguments of `chiral` come in the order μ, t, Δ, k. The expression `chiral μ t t` thus has Δ = t and is still a function of k.

```lean
/-- The chiral function `z(k)`: band energy minus `i` times the pairing amplitude. -/
def chiral (μ t Δ k : ℝ) : ℂ := (band μ t k : ℂ) - (pairing Δ k : ℂ) * I
```

Where z(k) ≠ 0, write z = |z| exp(iφ) with a smooth phase φ(k). Then

z′/z = (ln |z|)′ + iφ′.

Over a full period the first term integrates to zero and the second gives i times the total change of phase. Dividing by 2πi counts the turns of z around the origin:

W = (1/2πi) ∫₀^{2π} z′(k)/z(k) dk.

`windingNumber` is this integral for any function from the reals to the complex numbers, and its value is a complex number. Lean assigns the value 0 to a quotient with zero denominator, to the derivative of a non-differentiable function and to the integral of a non-integrable one, so the definition always returns something; it counts turns when z is smooth, has period 2π and is nowhere zero.

```lean
/-- Winding number of a complex function of momentum over `[0, 2π]`, as the integral of its
logarithmic derivative divided by `2πi`. -/
def windingNumber (z : ℝ → ℂ) : ℂ :=
  (2 * π * I)⁻¹ * ∫ k in (0 : ℝ)..2 * π, deriv z k / z k
```

## How z(k) sits inside the Hamiltonian

The Hadamard matrix U = (τ_x + τ_z)/√2 is its own inverse. It turns τ_z into τ_x and τ_y into −τ_y, so that

U h(k) U = ξ(k) τ_x − d(k) τ_y.

The diagonal of this matrix is zero. Its upper right entry is ξ + i d, the conjugate of z, and its lower left entry is ξ − i d = z. The Hamiltonian in the rotated basis therefore contains z and its conjugate and nothing else.

The theorem states this with the two factors 1/√2 collected into a single 1/2. The proof first writes the conjugate of z as ξ + i d, then compares the four matrix entries one at a time. The choice of the lower left entry fixes the sign convention: the other entry winds in the opposite sense.

```lean
/-- The Hadamard rotation brings the Bloch Hamiltonian to off-diagonal form, with the chiral
function and its conjugate as entries. -/
theorem bloch_offDiagonal (μ t Δ k : ℝ) :
    (1 / 2 : ℂ) • (!![1, 1; 1, -1] * bloch μ t Δ k * !![1, 1; 1, -1]) =
      !![0, conj (chiral μ t Δ k); chiral μ t Δ k, 0] := by
  have hc : conj (chiral μ t Δ k) = (band μ t k : ℂ) + (pairing Δ k : ℂ) * I := by
    simp [chiral]
  rw [hc]
  ext i j
  fin_cases i <;> fin_cases j <;>
    simp [bloch, chiral] <;> ring
```

Because τ_z and τ_y anticommute and each squares to the identity, the cross terms in h² cancel:

h(k)² = (ξ(k)² + d(k)²) · 1 = |z(k)|² · 1.

As h(k) also has zero trace, its eigenvalues are ±|z(k)|. The gap at momentum k closes exactly when z(k) = 0, which is also where the phase of z is undefined.

In `bloch_sq`, `normSq` is |z|². The proof expands it as ξ² + d² and again compares entries. The off-diagonal ones cancel by plain algebra, and the diagonal ones need i² = −1, which enters as `I_sq`.

```lean
/-- The square of the Bloch Hamiltonian is `|z(k)|²` times the identity. -/
theorem bloch_sq (μ t Δ k : ℝ) :
    bloch μ t Δ k * bloch μ t Δ k =
      ((normSq (chiral μ t Δ k) : ℝ) : ℂ) • (1 : Matrix (Fin 2) (Fin 2) ℂ) := by
  have hn : ((normSq (chiral μ t Δ k) : ℝ) : ℂ) =
      (band μ t k : ℂ) ^ 2 + (pairing Δ k : ℂ) ^ 2 := by
    simp [chiral, normSq_apply]
    ring
  rw [hn]
  ext i j
  fin_cases i <;> fin_cases j <;>
    simp [bloch, Matrix.mul_apply, Fin.sum_univ_two] <;>
    first
      | ring1
      | linear_combination (-(pairing Δ k : ℂ) ^ 2) * I_sq
```

## Where the gap closes

Let Δ ≠ 0. Since ξ and d are real, z(k) = 0 requires both to vanish. From d(k) = 0 follows sin k = 0, hence cos² k = 1. From ξ(k) = 0 follows μ = −2t cos k, and so

μ² = 4t² cos² k = 4t², that is, |μ| = |2t|.

Conversely, if μ = 2t then z vanishes at k = π, and if μ = −2t it vanishes at k = 0.

The Lean proof follows this route. The auxiliary statement `hz` splits z(k) = 0 into its real and imaginary parts, and `linear_combination` assembles μ² = (2t)² from ξ(k) = 0, sin k = 0 and sin² k + cos² k = 1. The hypothesis Δ ≠ 0 means that the chain really is paired. Without pairing it is an ordinary metal whenever the chemical potential lies inside the band, and z then vanishes at the Fermi points.

```lean
/-- With non-zero pairing, the chiral function vanishes at some momentum exactly when
`|μ| = |2t|`. -/
theorem gap_closes_iff (μ t Δ : ℝ) (hΔ : Δ ≠ 0) :
    (∃ k, chiral μ t Δ k = 0) ↔ |μ| = |2 * t| := by
  have hz : ∀ k, chiral μ t Δ k = 0 ↔ band μ t k = 0 ∧ pairing Δ k = 0 := by
    intro k
    simp [chiral, Complex.ext_iff]
  constructor
  · rintro ⟨k, hk⟩
    obtain ⟨h1, h2⟩ := (hz k).mp hk
    unfold band at h1
    unfold pairing at h2
    -- the pairing only vanishes where sin k = 0
    have hs : Real.sin k = 0 :=
      (mul_eq_zero.mp h2).resolve_left (mul_ne_zero two_ne_zero hΔ)
    apply (sq_eq_sq_iff_abs_eq_abs μ (2 * t)).mp
    linear_combination (-μ + 2 * t * Real.cos k) * h1 +
      4 * t ^ 2 * Real.sin_sq_add_cos_sq k - 4 * t ^ 2 * Real.sin k * hs
  · intro h
    rcases abs_eq_abs.mp h with h | h
    · refine ⟨π, (hz π).mpr ⟨?_, ?_⟩⟩
      · rw [band, Real.cos_pi, h]; ring
      · rw [pairing, Real.sin_pi, mul_zero]
    · refine ⟨0, (hz 0).mpr ⟨?_, ?_⟩⟩
      · rw [band, Real.cos_zero, h]; ring
      · rw [pairing, Real.sin_zero, mul_zero]
```

This locates the gap closings for every non-zero Δ. The winding number is evaluated below only at Δ = t and Δ = −t.

## At Δ = t the curve is a circle

Put Δ = t. The cosine and the sine now carry the same coefficient and combine into one exponential:

z(k) = −μ − 2t cos k − 2it sin k = −μ − 2t exp(ik).

The proof is Euler's formula, `exp_mul_I`, followed by algebra.

```lean
/-- At equal hopping and pairing the chiral function is `-μ - 2t exp(ik)`. -/
theorem chiral_equal (μ t k : ℝ) :
    chiral μ t t k = -(μ : ℂ) - 2 * t * exp (k * I) := by
  rw [exp_mul_I]
  unfold chiral band pairing
  push_cast
  ring
```

Let

γ(k) = μ + 2t exp(ik),

which for t > 0 runs once anticlockwise around the circle with centre μ and radius 2t. Then z = −γ, and the sign drops out of the logarithmic derivative:

z′(k)/z(k) = γ′(k)/γ(k).

With w = γ(k) and dw = γ′(k) dk, the winding number becomes a contour integral:

W = (1/2πi) ∮ dw/w.

Mathlib's name for γ is `circleMap`, and `∮ w in C((μ : ℂ), 2 * t), w⁻¹` is by definition the integral over k from 0 to 2π of γ′(k) times 1/γ(k). After z has been identified with −γ, only the two integrands have to be compared. The step `hd` differentiates −γ, and `neg_div_neg_eq` cancels the two signs.

```lean
/-- At equal hopping and pairing the winding number is the contour integral of `1/w` around
the circle with centre `μ` and radius `2t`, divided by `2πi`. -/
theorem winding_eq_circleIntegral (μ t : ℝ) :
    windingNumber (chiral μ t t) =
      (2 * π * I)⁻¹ * ∮ w in C((μ : ℂ), 2 * t), w⁻¹ := by
  have h : chiral μ t t = fun k => -circleMap (μ : ℂ) (2 * t) k := by
    funext k
    rw [chiral_equal, circleMap]
    push_cast
    ring
  unfold windingNumber circleIntegral
  rw [h]
  congr 1
  apply intervalIntegral.integral_congr
  intro k _
  have hd : deriv (fun k => -circleMap (μ : ℂ) (2 * t) k) k =
      -deriv (circleMap (μ : ℂ) (2 * t)) k := by
    rw [(hasDerivAt_circleMap (μ : ℂ) (2 * t) k).fun_neg.deriv,
      (hasDerivAt_circleMap (μ : ℂ) (2 * t) k).deriv]
  -- the overall sign cancels in the logarithmic derivative
  simp only [smul_eq_mul]
  rw [hd, neg_div_neg_eq, div_eq_mul_inv]
```

## The origin inside or outside the circle

The distance from the origin to the centre of the circle is |μ|, and the radius is 2t. The two phases correspond to the two possible positions of the origin, and in each case the integral can be done with a geometric series.

If |μ| < 2t, the origin lies inside. Divide numerator and denominator of γ′/γ by 2t exp(ik) and expand in powers of μ/2t:

γ′(k)/γ(k) = i / (1 + (μ/2t) exp(−ik)) = i [1 − (μ/2t) exp(−ik) + (μ/2t)² exp(−2ik) − …].

The series converges uniformly in k. Every term except the first integrates to zero over a period, and the first gives 2πi. Hence W = 1.

If |μ| > 2t, the origin lies outside. The expansion is now in powers of 2t/μ:

γ′(k)/γ(k) = i (2t/μ) exp(ik) / (1 + (2t/μ) exp(ik)) = i [(2t/μ) exp(ik) − (2t/μ)² exp(2ik) + …].

This series has no constant term, so the integral vanishes and W = 0.

`kitaev_winding` states the two results as a pair of implications for real μ and t with t > 0. It makes no statement at |μ| = 2t, where the circle passes through the origin and the gap is closed.

The Lean proof replaces the series by general theorems on contour integrals. In the first case `hmem` records that the origin is in the open disc, and `circleIntegral.integral_sub_inv_of_mem_ball` supplies the value 2πi. In the second case `hne` shows that no point of the closed disc is zero: if the origin belonged to it, |μ| would be at most 2t. The function 1/w is then continuous on the closed disc and differentiable inside it, and Cauchy's theorem gives zero. That theorem appears in a version that tolerates a countable set of exceptional points, which is taken to be empty here.

```lean
/-- Winding number of the Kitaev chain at `t = Δ > 0`: it is `1` for `|μ| < 2t` and `0` for
`|μ| > 2t`. -/
theorem kitaev_winding (μ t : ℝ) (ht : 0 < t) :
    (|μ| < 2 * t → windingNumber (chiral μ t t) = 1) ∧
      (2 * t < |μ| → windingNumber (chiral μ t t) = 0) := by
  have hdist : dist (0 : ℂ) (μ : ℂ) = |μ| := by
    rw [dist_comm, dist_zero_right, Complex.norm_real, Real.norm_eq_abs]
  constructor
  · intro h
    -- the origin lies inside the circle
    have hmem : (0 : ℂ) ∈ Metric.ball (μ : ℂ) (2 * t) := by
      rw [Metric.mem_ball, hdist]
      exact h
    have hint := circleIntegral.integral_sub_inv_of_mem_ball hmem
    simp only [sub_zero] at hint
    rw [winding_eq_circleIntegral, hint]
    exact inv_mul_cancel₀ two_pi_I_ne_zero
  · intro h
    -- the origin lies outside, so 1/w is holomorphic on the whole disc
    have hne : ∀ w ∈ Metric.closedBall (μ : ℂ) (2 * t), w ≠ 0 := by
      intro w hw h0
      rw [h0, Metric.mem_closedBall, hdist] at hw
      linarith
    have hint : (∮ w in C((μ : ℂ), 2 * t), w⁻¹) = 0 :=
      circleIntegral_eq_zero_of_differentiable_on_off_countable (by positivity)
        Set.countable_empty
        (fun w hw => (hasDerivAt_inv (hne w hw)).continuousAt.continuousWithinAt)
        (fun w hw => (hasDerivAt_inv
          (hne w (Metric.ball_subset_closedBall hw.1))).differentiableAt)
    rw [winding_eq_circleIntegral, hint, mul_zero]
```

For this non-interacting chain with equal hopping and pairing, the integer separates the two gapped phases that the quasiparticle energies leave undistinguished. The Kitaev chain is best known for the Majorana modes at its ends, which belong to a chain with boundaries; the theorem concerns the bulk Hamiltonian with continuous k and contains no ends.

## Reversing the sign of the pairing

Let y(k) = z(2π − k) be the same curve traversed backwards. By the chain rule y′(k) = −z′(2π − k), and the substitution q = 2π − k maps the interval from 0 to 2π onto itself:

∫₀^{2π} y′(k)/y(k) dk = −∫₀^{2π} z′(q)/z(q) dq.

The winding number changes sign. In the proof, `deriv_comp_const_sub` is the chain rule and `intervalIntegral.integral_comp_sub_left` is the substitution.

```lean
/-- Traversing the momentum loop backwards reverses the sign of the winding number. -/
theorem winding_reverse (z : ℝ → ℂ) :
    windingNumber (fun k => z (2 * π - k)) = -windingNumber z := by
  unfold windingNumber
  simp only [deriv_comp_const_sub, neg_div]
  rw [intervalIntegral.integral_neg,
    intervalIntegral.integral_comp_sub_left (fun k => deriv z k / z k) (2 * π),
    sub_self, sub_zero, mul_neg]
```

Now take Δ = −t with t > 0. Since cos(2π − k) = cos k and sin(2π − k) = −sin k, changing the sign of the pairing has the same effect on z as replacing k by 2π − k. The curve for Δ = −t is therefore the curve for Δ = t run backwards, and for |μ| < 2t

W = −1.

The equality of the two curves is `hr`; the reversal theorem and the first half of `kitaev_winding` then give the value. The two signs of Δ give the same energies ±|z(k)| at every k, and for |μ| < 2t the sign of W tells the two matrix functions h(k) apart. For a single isolated chain this sign is a matter of convention, because multiplying every fermion annihilation operator by i turns Δ into −Δ and leaves the hopping and the chemical potential unchanged.

```lean
/-- With the pairing sign reversed, `Δ = -t < 0`, the winding number for `|μ| < 2t` is `-1`. -/
theorem kitaev_winding_reversed_pairing (μ t : ℝ) (ht : 0 < t) (h : |μ| < 2 * t) :
    windingNumber (chiral μ t (-t)) = -1 := by
  have hr : chiral μ t (-t) = fun k => chiral μ t t (2 * π - k) := by
    funext k
    unfold chiral band pairing
    rw [Real.cos_two_pi_sub, Real.sin_two_pi_sub]
    push_cast
    ring
  rw [hr, winding_reverse, (kitaev_winding μ t ht).1 h]

end

end KitaevChainWinding
```

```lean
#print axioms KitaevChainWinding.bloch_sq
#print axioms KitaevChainWinding.gap_closes_iff
#print axioms KitaevChainWinding.kitaev_winding
#print axioms KitaevChainWinding.kitaev_winding_reversed_pairing
```

```
'KitaevChainWinding.bloch_sq' depends on axioms: [propext, Classical.choice, Quot.sound]
'KitaevChainWinding.gap_closes_iff' depends on axioms: [propext, Classical.choice, Quot.sound]
'KitaevChainWinding.kitaev_winding' depends on axioms: [propext, Classical.choice, Quot.sound]
'KitaevChainWinding.kitaev_winding_reversed_pairing' depends on axioms: [propext, Classical.choice, Quot.sound]
```
